# Structure factor of the Tonks gas of hard rods and its long-wavelength limit

The static structure factor S(q) of a one-dimensional fluid can be written as a sum over first, second, third and further neighbours, and at small wave number q this sum gives wrong answers when it is handled term by term. Each neighbour contributes a term that tends to 2 as q → 0, so the sum cut off after N neighbours tends to 1 + 2N, and at q = 0 the full series diverges. For hard rods that cover half of the line the correct limit is 1/4. The limits N → ∞ and q → 0 do not commute: the series has to be summed at fixed q ≠ 0, and q sent to zero afterwards. For hard rods both operations can be carried out in closed form. The resulting formula can serve as a reference curve for the S(q) estimator of a simulation code, provided that the system is a classical, one-dimensional fluid of identical rods in equilibrium, with hard-core exclusion as the only interaction and with enough rods for finite-size effects to be negligible.

```lean
import Mathlib

open Complex Filter Topology MeasureTheory

namespace TonksGas

noncomputable section
```

## The model

The Tonks gas here is the classical gas of impenetrable rods of length a on a line, at pressure P and temperature T. The reduced pressure is L = P/(k_B T), with k_B the Boltzmann constant. It has the dimension of an inverse length and is not the size of the system. At fixed pressure the distance x between the centres of adjacent rods carries the Boltzmann weight exp(−Lx) for x > a and is forbidden for x ≤ a. Normalised, the density is

    p(x) = L exp(−L(x − a)),   x > a.

```lean
/-- Probability density `L exp(-L (x - a))` of the nearest-neighbour distance `x > a` of hard
rods of length `a` at reduced pressure `L`. -/
def gapDensity (a L x : ℝ) : ℝ := L * Real.exp (-L * (x - a))
```

The nearest-neighbour distance of the docstring, called a gap below, is the centre-to-centre distance to the next rod on one given side. It includes the rod length a, and it is not the smaller of the distances to the two sides. The function `gapDensity a L x` is the expression above for every real x. The hard core is not built into it and enters through the domain of integration in the Fourier integral below. The exponential form is the starting point of the development and is not derived from a partition function.

The characteristic function of one gap is the average φ(q) = ⟨exp(iqx)⟩, with a plus sign in the exponent and no factor 2π. Its closed form is

    φ(q) = exp(iqa) L / (L − iq).

```lean
/-- Gap characteristic function `φ(q) = exp(iqa) L / (L - iq)`. -/
def gapCharFun (a L q : ℝ) : ℂ := exp (((q * a : ℝ) : ℂ) * I) * L / (L - I * q)
```

In the code `I` is the imaginary unit, and the phase qa is formed as a real number before it is passed to the complex exponential.

For N rods at positions x_j the structure factor is (1/N)⟨|Σ_j exp(iq x_j)|²⟩. The diagonal terms of the double sum give 1. A pair of rods separated by n + 1 gaps, n = 0, 1, 2, …, occurs in both orders and gives 2 Re ⟨exp(iq · distance)⟩. The gaps are independent, so the average factorises into φ^(n+1). For a long chain at q ≠ 0 this leads to

    S(q) = 1 + 2 Re Σ_{n≥0} φ(q)^(n+1).

```lean
/-- Structure factor as a sum over neighbours, `S(q) = 1 + 2 Re ∑_{n ≥ 1} φ(q)ⁿ`. -/
def structureFactor (a L q : ℝ) : ℝ := 1 + 2 * (∑' n : ℕ, gapCharFun a L q ^ (n + 1)).re
```

This formula is the definition of `structureFactor`. Independence of the gaps and the passage to infinitely many rods motivate it and are not proved. The index n of `∑'` starts at 0, so term n belongs to the (n + 1)-th neighbour.

The mean gap is a + 1/L, the number density is its inverse ρ = L/(1 + La), and the fraction of the line covered by rods is

    η = ρa = La / (1 + La).

```lean
/-- Packing fraction `η = La / (1 + La)`. -/
def packingFraction (a L : ℝ) : ℝ := L * a / (1 + L * a)
```

The relation between η and L is also a definition. The equation of state associated with the name of the Tonks gas, L = ρ/(1 − η), is this same relation rearranged, so it is an input here, and what is proved concerns φ and S.

## The Fourier integral of the gap density

For L > 0 the integrand is one damped exponential,

    p(x) exp(iqx) = L exp(La) exp((iq − L)x).

The exponent has real part −Lx, so the contribution from infinity vanishes and

    ∫_a^∞ exp((iq − L)x) dx = −exp((iq − L)a) / (iq − L).

Since exp(La) exp((iq − L)a) = exp(iqa) and −(iq − L) = L − iq,

    ∫_a^∞ p(x) exp(iqx) dx = exp(iqa) L / (L − iq) = φ(q).

```lean
/-- For `L > 0` the Fourier integral of the gap density over `x > a` equals `φ(q)`. -/
theorem integral_gapDensity (a q : ℝ) {L : ℝ} (hL : 0 < L) :
    ∫ x in Set.Ioi a, (gapDensity a L x : ℂ) * exp (((q * x : ℝ) : ℂ) * I)
      = gapCharFun a L q := by
  have h := integral_exp_mul_complex_Ioi (a := I * q - L) (by simpa using hL) a
  -- the integrand is a single damped exponential
  have e : ∀ x : ℝ, (gapDensity a L x : ℂ) * exp (((q * x : ℝ) : ℂ) * I)
      = (L * exp (L * a)) * exp ((I * q - L) * x) := by
    intro x
    unfold gapDensity
    push_cast
    simp only [mul_assoc, ← Complex.exp_add]
    congr 2
    ring
  have e2 : exp (((q * a : ℝ) : ℂ) * I) = exp (L * a) * exp ((I * q - L) * a) := by
    rw [← Complex.exp_add]
    congr 1
    push_cast
    ring
  have e3 : (L : ℂ) - I * q = -(I * q - L) := by ring
  simp only [e]
  rw [integral_const_mul, h, gapCharFun, e2, e3, div_neg]
  ring
```

The theorem holds for all real a and q under the single hypothesis `hL : 0 < L`, and `Set.Ioi a` is the half-line x > a. At q = 0 it says that p integrates to φ(0) = L/L = 1. In the proof, `h` is the middle equation, Mathlib's `integral_exp_mul_complex_Ioi` with coefficient `I * q - L`, whose condition of a negative real part reduces to `hL`. The identity `e` is the rewriting of the integrand, `e2` splits exp(iqa) into the two exponentials and `e3` is the sign change in the denominator. After `integral_const_mul` takes the constant L exp(La) out of the integral, the two sides agree by `ring`.

## The modulus of φ

The phase factor has modulus 1 and |L − iq|² = L² + q², so

    |φ(q)|² = L² / (L² + q²).

For q ≠ 0 the denominator exceeds the numerator, hence |φ(q)| < 1. For |q| much smaller than L the terms |φ|^(n+1) fall by a factor e only over about 2L²/q² neighbours, which is the slow convergence that makes truncation fail at small q.

```lean
/-- For `q ≠ 0` the squared modulus of `φ(q)` is `L² / (L² + q²)` and `|φ(q)| < 1`. -/
theorem norm_gapCharFun (a L : ℝ) {q : ℝ} (hq : q ≠ 0) :
    normSq (gapCharFun a L q) = L ^ 2 / (L ^ 2 + q ^ 2) ∧ ‖gapCharFun a L q‖ < 1 := by
  have h1 : normSq (exp (((q * a : ℝ) : ℂ) * I)) = 1 := by
    rw [Complex.normSq_eq_norm_sq, Complex.norm_exp_ofReal_mul_I]
    norm_num
  have h2 : normSq ((L : ℂ) - I * q) = L ^ 2 + q ^ 2 := by
    simp only [normSq_apply, sub_re, mul_re, sub_im, mul_im, ofReal_re, ofReal_im, I_re, I_im]
    ring
  have h3 : normSq (gapCharFun a L q) = L ^ 2 / (L ^ 2 + q ^ 2) := by
    rw [gapCharFun, map_div₀, map_mul, h1, h2, Complex.normSq_ofReal]
    ring
  refine ⟨h3, ?_⟩
  have hq2 : 0 < q ^ 2 := by positivity
  have h4 : ‖gapCharFun a L q‖ ^ 2 < 1 := by
    rw [← Complex.normSq_eq_norm_sq, h3, div_lt_one (by positivity)]
    linarith
  nlinarith [norm_nonneg (gapCharFun a L q)]
```

Here `normSq` is the squared modulus as a real number and `‖·‖` is the modulus. Only `hq : q ≠ 0` is assumed; a and L are arbitrary reals, because a enters through a phase and L through its square. The steps `h1` and `h2` are the moduli of the phase factor and of the denominator, and `h3` combines them using that `normSq` respects products and quotients. Then `h4` gives ‖φ‖² < 1 from q² > 0, and `nlinarith` passes from the square of a non-negative number to the number itself.

## Summing over neighbours

Let z be any complex number with |z| < 1 and z̄ its conjugate. Then z ≠ 1, and the geometric series multiplied by z gives

    Σ_{n≥0} z^(n+1) = z / (1 − z).

Multiplying numerator and denominator by 1 − z̄,

    Re [z / (1 − z)] = (Re z − |z|²) / |1 − z|².

With |1 − z|² = 1 − 2 Re z + |z|² the terms in Re z cancel in

    1 + 2 Re [z / (1 − z)] = (1 − 2 Re z + |z|² + 2 Re z − 2|z|²) / |1 − z|² = (1 − |z|²) / |1 − z|².

```lean
/-- For `|z| < 1` the neighbour series `∑_{n ≥ 1} zⁿ` sums to `z / (1 - z)`, `|1 - z|²` is
positive, and `1 + 2 Re (z / (1 - z)) = (1 - |z|²) / |1 - z|²`. -/
theorem neighbour_series {z : ℂ} (hz : ‖z‖ < 1) :
    HasSum (fun n : ℕ => z ^ (n + 1)) (z / (1 - z)) ∧ 0 < normSq (1 - z) ∧
      1 + 2 * (z / (1 - z)).re = (1 - normSq z) / normSq (1 - z) := by
  have h1 : 1 - z ≠ 0 := by
    intro h
    have h' : z = 1 := (sub_eq_zero.mp h).symm
    simp [h'] at hz
  have hpos : 0 < normSq (1 - z) := normSq_pos.mpr h1
  have hne : normSq (1 - z) ≠ 0 := hpos.ne'
  refine ⟨?_, hpos, ?_⟩
  · simp_rw [pow_succ', div_eq_mul_inv]
    exact (hasSum_geometric_of_norm_lt_one hz).mul_left z
  · rw [Complex.div_re]
    field_simp
    simp only [normSq_apply, sub_re, one_re, sub_im, one_im]
    ring
```

The lemma `neighbour_series` states three things for ‖z‖ < 1: `HasSum` says that the series converges to z/(1 − z), the second part is |1 − z|² > 0, and the third is the last equation. Step `h1` excludes z = 1, which would have modulus 1. For the sum, `pow_succ'` writes z^(n+1) as z · zⁿ, and `hasSum_geometric_of_norm_lt_one` followed by `mul_left z` is the geometric series times z. For the real part, `Complex.div_re` does the multiplication by the conjugate, `field_simp` clears |1 − z|², and a polynomial identity in Re z and Im z remains.

## The distance of φ from 1

For q ≠ 0 the number L − iq is nonzero, as its imaginary part is −q. Over the common denominator,

    1 − φ = (L − iq − L exp(iqa)) / (L − iq).

The numerator has real part L(1 − cos qa) and imaginary part −(q + L sin qa). Define

    D(q) = L²(1 − cos qa)² + (q + L sin qa)².

Then

    |1 − φ(q)|² = D(q) / (L² + q²).

```lean
/-- For `q ≠ 0`, `|1 - φ(q)|² = (L² (1 - cos qa)² + (q + L sin qa)²) / (L² + q²)`. -/
theorem normSq_one_sub_gapCharFun (a L : ℝ) {q : ℝ} (hq : q ≠ 0) :
    normSq (1 - gapCharFun a L q) =
      (L ^ 2 * (1 - Real.cos (q * a)) ^ 2 + (q + L * Real.sin (q * a)) ^ 2)
        / (L ^ 2 + q ^ 2) := by
  have hne : (L : ℂ) - I * q ≠ 0 := by
    intro h
    have h' := congrArg Complex.im h
    simp at h'
    exact hq h'
  rw [gapCharFun, one_sub_div hne, map_div₀]
  -- real and imaginary parts of numerator and denominator
  congr 1
  · simp only [normSq_apply, sub_re, mul_re, sub_im, mul_im, ofReal_re, ofReal_im, I_re, I_im,
      exp_ofReal_mul_I_re, exp_ofReal_mul_I_im]
    ring
  · simp only [normSq_apply, sub_re, mul_re, sub_im, mul_im, ofReal_re, ofReal_im, I_re, I_im]
    ring
```

The code has no name for D and writes the expression out. Step `hne` is the argument with the imaginary part, `one_sub_div` forms the common denominator, and `congr 1` compares numerators and denominators separately. In each comparison the squared modulus is expanded into real and imaginary parts, with `exp_ofReal_mul_I_re` and `exp_ofReal_mul_I_im` supplying cos qa and sin qa.

## The closed form of S(q)

Put z = φ(q) with q ≠ 0, which is allowed because |φ| < 1. The numerator of the summed series is

    1 − |φ|² = 1 − L²/(L² + q²) = q² / (L² + q²).

The denominator |1 − φ|² is positive, so D = (L² + q²)|1 − φ|² is positive too. The factor L² + q² cancels in the quotient:

    S(q) = q² / [L²(1 − cos qa)² + (q + L sin qa)²].

```lean
/-- Structure factor of the Tonks gas: for `q ≠ 0` the neighbour series converges, the
denominator `L² (1 - cos qa)² + (q + L sin qa)²` is positive, and `S(q)` is `q²` over it. -/
theorem structureFactor_eq (a L : ℝ) {q : ℝ} (hq : q ≠ 0) :
    Summable (fun n : ℕ => gapCharFun a L q ^ (n + 1)) ∧
    0 < L ^ 2 * (1 - Real.cos (q * a)) ^ 2 + (q + L * Real.sin (q * a)) ^ 2 ∧
    structureFactor a L q =
      q ^ 2 / (L ^ 2 * (1 - Real.cos (q * a)) ^ 2 + (q + L * Real.sin (q * a)) ^ 2) := by
  obtain ⟨hsq, hlt⟩ := norm_gapCharFun a L hq
  obtain ⟨hsum, hpos, hre⟩ := neighbour_series hlt
  have hs : 0 < L ^ 2 + q ^ 2 := by positivity
  have hD : 0 < L ^ 2 * (1 - Real.cos (q * a)) ^ 2 + (q + L * Real.sin (q * a)) ^ 2 := by
    rw [normSq_one_sub_gapCharFun a L hq, lt_div_iff₀ hs, zero_mul] at hpos
    exact hpos
  refine ⟨hsum.summable, hD, ?_⟩
  -- the common factor `L² + q²` cancels
  have key : ∀ D : ℝ, D ≠ 0 →
      (1 - L ^ 2 / (L ^ 2 + q ^ 2)) / (D / (L ^ 2 + q ^ 2)) = q ^ 2 / D := by
    intro D hD0
    have hs' := hs.ne'
    field_simp
    ring
  rw [structureFactor, hsum.tsum_eq, hre, hsq, normSq_one_sub_gapCharFun a L hq, key _ hD.ne']
```

In words, `structureFactor_eq` says that for all real a and L and every q ≠ 0 the neighbour series is summable, D(q) > 0, and S(q) = q²/D(q). The first two parts ensure that the sum in the definition and the quotient in the formula are a convergent series and a division by a positive number. For point particles, a = 0, the denominator is q² and S = 1 at every q ≠ 0; the same value results at L = 0, where φ vanishes. The formula is read as the structure factor of rods when a > 0 and L > 0, and it is `integral_gapDensity` that ties φ to the gap density for L > 0.

The proof takes |φ|² and |φ| < 1 from `norm_gapCharFun` and feeds the bound to `neighbour_series`. Step `hD` multiplies the positivity of |1 − φ|² by L² + q², and `key` is the cancellation for an arbitrary nonzero D. The final rewriting replaces the sum by φ/(1 − φ) through `hsum.tsum_eq`, applies the real-part identity `hre`, inserts the two squared moduli and cancels.

## The limit q → 0

For q ≠ 0 divide the denominator by q²:

    D(q)/q² = L² [(cos qa − 1)/q]² + [1 + L (sin qa)/q]².

The two fractions are difference quotients at q = 0 of cos qa and sin qa, whose derivatives there are 0 and a. Therefore D/q² → (1 + La)². For a, L ≥ 0 this limit is at least 1, the reciprocal is continuous there, and S → 1/(1 + La)². Finally

    1 − η = (1 + La − La)/(1 + La) = 1/(1 + La),

so that

    S(q) → (1 − η)²   as q → 0, q ≠ 0.

With a = 1 and L = 1 the packing fraction is 1/2 and the limit is the value 1/4 quoted at the start.

```lean
/-- Long-wavelength limit: for `a, L ≥ 0` the structure factor tends to `(1 - η)²` as `q → 0`
through nonzero values. -/
theorem tendsto_structureFactor_zero {a L : ℝ} (ha : 0 ≤ a) (hL : 0 ≤ L) :
    Tendsto (structureFactor a L) (𝓝[≠] 0) (𝓝 ((1 - packingFraction a L) ^ 2)) := by
  have h1 : 0 < 1 + L * a := by positivity
  -- difference quotients of `sin qa` and `cos qa` at `q = 0`
  have hs : HasDerivAt (fun q : ℝ => Real.sin (q * a)) (Real.cos (0 * a) * a) 0 :=
    (hasDerivAt_mul_const a).sin
  have hc : HasDerivAt (fun q : ℝ => Real.cos (q * a)) (-Real.sin (0 * a) * a) 0 :=
    (hasDerivAt_mul_const a).cos
  have hs' : Tendsto (fun t : ℝ => t⁻¹ * Real.sin (t * a)) (𝓝[≠] 0) (𝓝 a) := by
    simpa using hs.tendsto_slope_zero
  have hc' : Tendsto (fun t : ℝ => t⁻¹ * (Real.cos (t * a) - 1)) (𝓝[≠] 0) (𝓝 0) := by
    simpa using hc.tendsto_slope_zero
  have hne : L ^ 2 * (0 : ℝ) ^ 2 + (1 + L * a) ^ 2 ≠ 0 := by positivity
  have h := (((hc'.pow 2).const_mul (L ^ 2)).add
    (((hs'.const_mul L).const_add 1).pow 2)).inv₀ hne
  have hlim : (1 - packingFraction a L) ^ 2
      = (L ^ 2 * (0 : ℝ) ^ 2 + (1 + L * a) ^ 2)⁻¹ := by
    have e0 : L ^ 2 * (0 : ℝ) ^ 2 + (1 + L * a) ^ 2 = (1 + L * a) ^ 2 := by ring
    have e1 : 1 + L * a - L * a = 1 := by ring
    rw [e0, packingFraction, one_sub_div h1.ne', e1, one_div, inv_pow]
  rw [hlim]
  refine h.congr' ?_
  filter_upwards [self_mem_nhdsWithin] with q hq
  have hq' : q ≠ 0 := hq
  -- divide the denominator by `q²`
  have e : L ^ 2 * (q⁻¹ * (Real.cos (q * a) - 1)) ^ 2 + (1 + L * (q⁻¹ * Real.sin (q * a))) ^ 2
      = (L ^ 2 * (1 - Real.cos (q * a)) ^ 2 + (q + L * Real.sin (q * a)) ^ 2) / q ^ 2 := by
    field_simp
    ring
  exact (congrArg Inv.inv e).trans
    ((inv_div _ _).trans (structureFactor_eq a L hq').2.2.symm)

end

end TonksGas
```

The filter `𝓝[≠] 0` describes q approaching 0 from either side through nonzero values, and the hypotheses are `ha : 0 ≤ a` and `hL : 0 ≤ L`. Removing the point q = 0 matters: for L > 0 every term of the series equals 1 there, Lean assigns the value 0 to a sum that does not converge, and `structureFactor a L 0` is then 1, which differs from (1 − η)² whenever La > 0. The forward-scattering peak at q = 0 is not represented in the definition.

In the proof `hs` and `hc` are the derivatives of sin qa and cos qa by the chain rule, and `tendsto_slope_zero` turns them into the limits `hs'` and `hc'` of the difference quotients. The term `h` assembles the limit of the reciprocal of D/q² from these by the rules for squares, constant multiples and sums, with `inv₀` requiring the nonzero limit `hne`. Step `hlim` is the identity for 1 − η. The last part shows that the assembled function equals `structureFactor a L` at every q ≠ 0: `e` is the division by q², and the third part of `structureFactor_eq` identifies q²/D with S.

## Dropping the sign condition on L

The conditions a ≥ 0 and L ≥ 0 serve in the limit only to keep 1 + La away from zero. Take a = 1 and L = −1, which violates `hL` and makes 1 + La = 0. The closed form still applies for q ≠ 0, since it carries no sign condition, and gives

    S(q) = q² / [(1 − cos q)² + (q − sin q)²].

From 1 − cos q ≤ q²/2 and |q − sin q| ≤ |q|³/6 the denominator is at most q⁴/4 + q⁶/36, hence

    S(q) ≥ 1 / (q²/4 + q⁴/36),

which grows without bound as q → 0, so no finite limit exists. For the same L the integrand in the Fourier integral has modulus exp(x − 1), the integral over x > 1 diverges, and φ is no longer the average over a gap distribution. This example, the behaviour of the truncated sum and the count of neighbours needed at small q are arguments on paper that none of the theorems states.

```lean
#print axioms TonksGas.integral_gapDensity
#print axioms TonksGas.tendsto_structureFactor_zero
```

```
'TonksGas.integral_gapDensity' depends on axioms: [propext, Classical.choice, Quot.sound]
'TonksGas.tendsto_structureFactor_zero' depends on axioms: [propext, Classical.choice, Quot.sound]
```
